# Gradient descent on an invariant energy keeps a symmetric guess symmetric

Let \(E\) be a real function on a real Hilbert space \(V\), for instance \(\mathbb R^n\), with \(E(Sx)=E(x)\) for a linear isometry \(S\) of \(V\) onto itself. Suppose that \(Sx_0=x_0\) and
\[
x_{k+1}=x_k-a_k\nabla E(x_k),
\]
with any real steps \(a_k\). Then every iterate and every limit point is symmetric, and
\[
\|x_k-z\|\ge \tfrac12\|z-Sz\|\qquad\text{for every } z\in V .
\]
A minimum \(z\) with \(Sz\ne z\) is therefore neither reached nor approached arbitrarily closely.

## Symmetric gradients and the distance bound

Let \(g=\nabla E(x)\). Invariance gives \(E(Sx+tw)=E(x+tS^{-1}w)\) for real \(t\) and any direction \(w\). Differentiating at \(t=0\) gives
\[
\langle\nabla E(Sx),w\rangle=\langle g,S^{-1}w\rangle=\langle Sg,w\rangle ,
\]
so \(\nabla E(Sx)=Sg\). The gradient exists at \(Sx\) by the chain rule for \(E=E\circ S^{-1}\).

If \(Sx=x\), uniqueness of the gradient gives \(Sg=g\). Hence \(Sx_k=x_k\) implies
\[
Sx_{k+1}=Sx_k-a_kS\nabla E(x_k)=x_{k+1},
\]
and induction covers all iterates.

For symmetric \(x\), \(\|x-Sz\|=\|S(x-z)\|=\|x-z\|\). The triangle inequality then gives \(\|z-Sz\|\le 2\|x-z\|\), which is the bound. If a limit point \(y\) had \(Sy\ne y\), some iterate would lie closer to \(y\) than \(\|y-Sy\|/2\), a contradiction.

## Equal spatial orbitals for both spins in stretched hydrogen

Take unrestricted Hartree–Fock for H₂ in a minimal basis. Angles \(\theta_\alpha,\theta_\beta\) rotate the bonding orbital towards the antibonding one for each spin, and \(S\) exchanges the angles. From \(\theta_\alpha=\theta_\beta\), the two derivatives are equal and each step changes both angles equally. At long bond lengths the minima have the form \((\theta,-\theta)\) with \(0<|\theta|\le\pi/4\), up to shifts of either angle by multiples of \(\pi\), which change at most an orbital's sign. They lie at distance at least \(\sqrt2\,|\theta|\) from every iterate. Starting from equal spatial orbitals, rotating the α and β orbitals by a small nonzero angle in opposite senses gives a guess off the symmetric line.

In this two-angle model, the gradient on the symmetric line has no component along the symmetry-breaking direction; a stability analysis looks for negative curvature there.

## The descent run in Lean

The space `V` is complete and may have infinite dimension.

```lean
import Mathlib

open Filter Topology

namespace SymmetricDescent

noncomputable section

variable {V : Type*} [NormedAddCommGroup V] [InnerProductSpace ℝ V] [CompleteSpace V]
```

`IsDescent` requires a gradient only at the iterates. The steps may be zero or negative. The update is the plain one in a flat space, without momentum, preconditioning, constraints or rounding.

```lean
/-- The sequence `x` is a gradient-descent run on the energy `E` with real steps `a k`:
at each iterate `E` has a gradient `g`, and the next iterate is `x k - a k • g`. -/
def IsDescent (E : V → ℝ) (a : ℕ → ℝ) (x : ℕ → V) : Prop :=
  ∀ k, ∃ g, HasGradientAt E g (x k) ∧ x (k + 1) = x k - a k • g
```

The type `V ≃ₗᵢ[ℝ] V` holds the linear isometries of `V` onto itself. The condition \(S^2=I\) is not required, so \(S\) may be a rotation as well as a reflection. The next proof first transfers invariance to `S.symm`, the inverse, then applies the chain rule in `h2`. Its last line moves \(S\) across the inner product.

```lean
/-- If the energy is invariant under the isometry `S` and has gradient `g` at `x`,
then it has gradient `S g` at `S x`. -/
theorem gradient_equivariant {E : V → ℝ} {S : V ≃ₗᵢ[ℝ] V} (hE : ∀ x, E (S x) = E x)
    {g x : V} (h : HasGradientAt E g x) : HasGradientAt E (S g) (S x) := by
  -- invariance also holds for the inverse symmetry
  have hinv : (fun y => E (S.symm y)) = E := by
    funext y
    rw [← hE (S.symm y), S.apply_symm_apply]
  have h1 : HasFDerivAt E (InnerProductSpace.toDual ℝ V g)
      (S.symm.toContinuousLinearEquiv (S x)) := by
    have e : S.symm.toContinuousLinearEquiv (S x) = x := S.symm_apply_apply x
    rw [e]
    exact hasGradientAt_iff_hasFDerivAt.1 h
  -- chain rule for the energy composed with the inverse symmetry
  have h2 := h1.comp (S x) S.symm.toContinuousLinearEquiv.hasFDerivAt
  have h3 : HasFDerivAt (fun y => E (S.symm y)) _ (S x) := h2
  rw [hinv] at h3
  refine hasGradientAt_iff_hasFDerivAt.2
    (h3.congr_fderiv (ContinuousLinearMap.ext fun w => ?_))
  change inner ℝ g (S.symm w) = inner ℝ (S g) w
  rw [← S.inner_map_map g (S.symm w), S.apply_symm_apply]
```

Substituting \(Sx=x\) leaves two gradients at one point, which `h1.unique h` identifies.

```lean
/-- At a symmetric point, the gradient of an invariant energy is itself symmetric. -/
theorem gradient_symmetric {E : V → ℝ} {S : V ≃ₗᵢ[ℝ] V} (hE : ∀ x, E (S x) = E x)
    {g x : V} (h : HasGradientAt E g x) (hx : S x = x) : S g = g := by
  have h1 := gradient_equivariant hE h
  rw [hx] at h1
  exact h1.unique h
```

Consequently, if the gradient \(g\) of an invariant energy exists at a symmetric point, stationarity there along symmetric directions is full stationarity: \(g\) is itself such a direction, so \(\langle g,g\rangle=0\).

```lean
/-- If an invariant energy has a gradient at a symmetric point, and that gradient is orthogonal to
all symmetric directions, then the gradient vanishes. -/
theorem symmetric_criticality {E : V → ℝ} {S : V ≃ₗᵢ[ℝ] V} (hE : ∀ x, E (S x) = E x)
    {g x : V} (h : HasGradientAt E g x) (hx : S x = x)
    (hc : ∀ v, S v = v → inner ℝ g v = 0) : g = 0 :=
  inner_self_eq_zero.1 (hc g (gradient_symmetric hE h hx))
```

The distance bound needs neither an energy nor completeness.

```lean
omit [CompleteSpace V] in
/-- A point `x` fixed by the isometry `S` lies at least half the distance between `z` and its image
`S z` away from `z`. -/
theorem distance_to_broken {S : V ≃ₗᵢ[ℝ] V} {x : V} (hx : S x = x) (z : V) :
    ‖z - S z‖ / 2 ≤ ‖x - z‖ := by
  -- `x` is equally far from `z` and from `S z`
  have h : ‖S (x - z)‖ = ‖x - z‖ := S.norm_map _
  rw [map_sub, hx] at h
  have t := norm_sub_le (x - S z) (x - z)
  have e : x - S z - (x - z) = z - S z := by abel
  rw [e] at t
  linarith
```

The main theorem combines `gradient_symmetric` with the distance bound. `MapClusterPt y atTop x` says that the sequence enters every neighbourhood of \(y\) infinitely often; the theorem does not claim that such a \(y\) exists. The induction rewrites the update with `gradient_symmetric`, and the contradiction uses the ball of radius \(\|y-Sy\|/2\).

```lean
/-- Gradient descent on an invariant energy from a symmetric guess, with any real steps,
has only symmetric iterates and symmetric limit points, and each iterate keeps a distance
of at least `‖z - S z‖ / 2` from every point `z`. -/
theorem descent_never_breaks_symmetry {E : V → ℝ} {S : V ≃ₗᵢ[ℝ] V}
    (hE : ∀ x, E (S x) = E x) {a : ℕ → ℝ} {x : ℕ → V} (hd : IsDescent E a x)
    (h0 : S (x 0) = x 0) :
    (∀ k, S (x k) = x k) ∧ (∀ y, MapClusterPt y atTop x → S y = y) ∧
      ∀ z k, ‖z - S z‖ / 2 ≤ ‖x k - z‖ := by
  have hs : ∀ k, S (x k) = x k := by
    intro k
    induction k with
    | zero => exact h0
    | succ k ih =>
      obtain ⟨g, hg, hstep⟩ := hd k
      rw [hstep, map_sub, map_smul, ih, gradient_symmetric hE hg ih]
  refine ⟨hs, fun y hy => ?_, fun z k => distance_to_broken (hs k) z⟩
  by_contra hne
  -- a broken-symmetry limit point would be approached closer than the bound permits
  have hpos : 0 < ‖y - S y‖ / 2 :=
    half_pos (norm_pos_iff.2 (sub_ne_zero.2 (Ne.symm hne)))
  obtain ⟨k, hk⟩ := (mapClusterPt_iff_frequently.1 hy _ (Metric.ball_mem_nhds y hpos)).exists
  rw [Metric.mem_ball, dist_eq_norm] at hk
  exact absurd hk (not_lt_of_ge (distance_to_broken (hs k) y))
```

## A double well missed from a symmetric guess

On the complex plane, viewed as a real plane, take
\[
E(z)=(\operatorname{Re}z)^2+\bigl((\operatorname{Im}z)^2-1\bigr)^2 ,
\]
with complex conjugation as \(S\).

```lean
/-- A model energy on the complex plane: a harmonic well along the real axis and a
double well along the imaginary axis. -/
def well (z : ℂ) : ℝ := z.re ^ 2 + (z.im ^ 2 - 1) ^ 2
```

The gradient follows by differentiating each coordinate separately and adding.

```lean
/-- The gradient of the model energy has real part `2 Re z` and imaginary part
`4 Im z ((Im z)² - 1)`. -/
theorem well_gradient (z : ℂ) :
    HasGradientAt well (⟨2 * z.re, 4 * z.im * (z.im ^ 2 - 1)⟩ : ℂ) z := by
  have d1 : HasDerivAt (fun s : ℝ => s ^ 2) (2 * z.re) z.re :=
    (hasDerivAt_pow 2 z.re).congr_deriv (by norm_num)
  have d2 : HasDerivAt (fun s : ℝ => (s ^ 2 - 1) ^ 2)
      (4 * z.im * (z.im ^ 2 - 1)) z.im := by
    refine (((hasDerivAt_pow 2 z.im).sub_const 1).fun_pow 2).congr_deriv ?_
    change ((2 : ℕ) : ℝ) * (z.im ^ 2 - 1) ^ 1 * (((2 : ℕ) : ℝ) * z.im ^ 1) = _
    push_cast
    ring
  have h1 := d1.comp_hasFDerivAt z Complex.reCLM.hasFDerivAt
  have h2 := d2.comp_hasFDerivAt z Complex.imCLM.hasFDerivAt
  have h : HasFDerivAt well _ z := h1.add h2
  refine hasGradientAt_iff_hasFDerivAt.2
    (h.congr_fderiv (ContinuousLinearMap.ext fun w => ?_))
  change 2 * z.re * w.re + 4 * z.im * (z.im ^ 2 - 1) * w.im =
    inner ℝ (⟨2 * z.re, 4 * z.im * (z.im ^ 2 - 1)⟩ : ℂ) w
  rw [Complex.inner]
  simp only [Complex.mul_re, Complex.conj_re, Complex.conj_im]
  ring
```

The energy is non-negative and vanishes at \(i\), which conjugation sends to \(-i\). This is a broken-symmetry global minimum.

```lean
/-- The model energy is invariant under complex conjugation, and the point `i`, which
conjugation moves, is a global minimum. -/
theorem well_broken_minimum :
    (∀ z, well (Complex.conjLIE z) = well z) ∧ Complex.conjLIE Complex.I ≠ Complex.I ∧
      ∀ z, well Complex.I ≤ well z := by
  refine ⟨fun z => ?_, fun h => ?_, fun z => ?_⟩
  · simp [well, Complex.conjLIE_apply]
  · have h' := congrArg Complex.im h
    simp only [Complex.conjLIE_apply, Complex.conj_im, Complex.I_im] at h'
    norm_num at h'
  · have h : well Complex.I = 0 := by simp [well]
    rw [h]
    unfold well
    positivity
```

Start at \(1\) with step \(1/4\). On the real axis the gradient is \(2x\), so \(x_{k+1}=x_k-\tfrac14\cdot2x_k=x_k/2\) and \(x_k=2^{-k}\to0\). There \(E(0)=1\), whereas
\[
E(it)=(t^2-1)^2=1-t^2(2-t^2)<1\qquad(0<t\le1).
\]
The run converges to a point from which the energy falls towards \(i\), while every iterate stays at least a distance \(1\) from \(i\). The last theorem verifies the update in real and imaginary parts, then the limit and the inequality.

```lean
/-- On the model energy, descent with step `1/4` from the symmetric guess `1` is the sequence
`(1/2)^k`. It converges to `0`, where the energy is higher than at `i t` for every real `t` with
`0 < t ≤ 1`. -/
theorem descent_to_unstable_point_witness :
    IsDescent well (fun _ => 1 / 4) (fun k => (((1 / 2 : ℝ) ^ k : ℝ) : ℂ)) ∧
      Tendsto (fun k : ℕ => (((1 / 2 : ℝ) ^ k : ℝ) : ℂ)) atTop (𝓝 0) ∧
      ∀ t : ℝ, 0 < t → t ≤ 1 → well ⟨0, t⟩ < well 0 := by
  refine ⟨fun k => ⟨_, well_gradient _, ?_⟩, ?_, fun t h0 h1 => ?_⟩
  · apply Complex.ext
    · simp only [Complex.sub_re, Complex.smul_re, smul_eq_mul, Complex.ofReal_re]
      ring
    · simp only [Complex.sub_im, Complex.smul_im, smul_eq_mul, Complex.ofReal_im]
      ring
  · have h := (Complex.continuous_ofReal.tendsto 0).comp
      (tendsto_pow_atTop_nhds_zero_of_lt_one (r := (1 / 2 : ℝ)) (by norm_num) (by norm_num))
    rw [Complex.ofReal_zero] at h
    exact h
  · have hp : 0 < t ^ 2 := by positivity
    have hq : 0 < 2 - t ^ 2 := by nlinarith
    simp only [well, Complex.zero_re, Complex.zero_im]
    nlinarith [mul_pos hp hq]

end

end SymmetricDescent
```

```lean
#print axioms SymmetricDescent.symmetric_criticality
-- 'SymmetricDescent.symmetric_criticality' depends on axioms: [propext, Classical.choice, Quot.sound]
#print axioms SymmetricDescent.descent_never_breaks_symmetry
-- 'SymmetricDescent.descent_never_breaks_symmetry' depends on axioms: [propext, Classical.choice, Quot.sound]
#print axioms SymmetricDescent.well_broken_minimum
-- 'SymmetricDescent.well_broken_minimum' depends on axioms: [propext, Classical.choice, Quot.sound]
```
